# An ENDOR frequency pair fixes the nuclear frequency and half the hyperfine coupling's magnitude up to exchange

The model is one electron spin 1/2 and one nuclear spin 1/2 with levels `w * m i - v * m j + A * (m i * m j)` in frequency units, and its two ENDOR frequencies, one for each electron state, are the distances |v − A/2| and |v + A/2| between levels that differ by a nuclear flip. The theorem `endorPair_eq_iff` says that, for positive v and v', two parameter sets give the same unordered pair of frequencies exactly when v = v' and |A| = |A'|, or when |A| = 2v' and |A'| = 2v. The electron frequencies w and w' are arbitrary and play no part in the condition. For the forward direction the proof squares the frequencies, finds that v² + A²/4 and (vA)² agree for the two sets, and splits into cases by a factorisation; the converse puts the two alternatives into an explicit formula for the pair.

As first written in Lean, the proof fails:

```lean
import Mathlib

open Matrix
open scoped Kronecker

namespace EndorPairEqIff

noncomputable section

/-- The magnetic quantum number of a spin 1/2: index 0 is spin up, index 1 is spin down. -/
def m : Fin 2 → ℝ := ![1/2, -1/2]

/-- The energy, in frequency units, assigned to electron state `i` and nuclear state `j`. -/
def level (w v A : ℝ) (i j : Fin 2) : ℝ :=
  w * m i - v * m j + A * (m i * m j)

/-- The ENDOR frequency in electron state `i`: the distance between the two levels that
differ by a flip of the nuclear spin. -/
def endorFreq (w v A : ℝ) (i : Fin 2) : ℝ :=
  |level w v A i 0 - level w v A i 1|

/-- The ENDOR spectrum as an unordered pair of frequencies, one from each electron state. -/
def endorPair (w v A : ℝ) : Sym2 ℝ :=
  s(endorFreq w v A 0, endorFreq w v A 1)

/-- The ENDOR frequency is `|v - A/2|` for electron spin up and `|v + A/2|` for electron
spin down. -/
theorem endorFreq_eq (w v A : ℝ) :
    endorFreq w v A 0 = |v - A / 2| ∧ endorFreq w v A 1 = |v + A / 2| := by
  have h0 : level w v A 0 0 - level w v A 0 1 = -(v - A / 2) := by
    simp only [level, m, Matrix.cons_val_zero, Matrix.cons_val_one]
    ring
  have h1 : level w v A 1 0 - level w v A 1 1 = -(v + A / 2) := by
    simp only [level, m, Matrix.cons_val_zero, Matrix.cons_val_one]
    ring
  constructor
  · rw [endorFreq, h0, abs_neg]
  · rw [endorFreq, h1, abs_neg]

/-- Reversing the sign of the hyperfine coupling leaves the pair of ENDOR frequencies
unchanged. -/
theorem endorPair_neg (w v A : ℝ) : endorPair w v (-A) = endorPair w v A := by
  rw [endorPair, endorPair, (endorFreq_eq w v (-A)).1, (endorFreq_eq w v (-A)).2,
    (endorFreq_eq w v A).1, (endorFreq_eq w v A).2,
    show v - -A / 2 = v + A / 2 by ring, show v + -A / 2 = v - A / 2 by ring]
  exact Sym2.eq_swap

/-- For `v ≥ 0` the ENDOR pair consists of the frequencies `|v - |A|/2|` and
`v + |A|/2`. -/
theorem endorPair_eq (w v A : ℝ) (hv : 0 ≤ v) :
    endorPair w v A = s(|v - |A| / 2|, v + |A| / 2) := by
  -- the sign of `A` may be chosen at will
  have key : ∀ B : ℝ, 0 ≤ B → endorPair w v B = s(|v - B / 2|, v + B / 2) := by
    intro B hB
    rw [endorPair, (endorFreq_eq w v B).1, (endorFreq_eq w v B).2,
      abs_of_nonneg (show 0 ≤ v + B / 2 by linarith)]
  rcases le_total 0 A with h | h
  · rw [abs_of_nonneg h]
    exact key A h
  · rw [abs_of_nonpos h, ← endorPair_neg]
    exact key (-A) (by linarith)

/-- For positive nuclear frequencies, two parameter sets give the same ENDOR pair exactly
when they agree in `v` and `|A|`, or when `v` and `|A|/2` have exchanged their values. -/
theorem endorPair_eq_iff (w w' v v' A A' : ℝ) (hv : 0 < v) (hv' : 0 < v') :
    endorPair w v A = endorPair w' v' A' ↔
      (v = v' ∧ |A| = |A'|) ∨ (|A| = 2 * v' ∧ |A'| = 2 * v) := by
  constructor
  · intro h
    rw [endorPair, endorPair, (endorFreq_eq w v A).1, (endorFreq_eq w v A).2,
      (endorFreq_eq w' v' A').1, (endorFreq_eq w' v' A').2, Sym2.eq_iff] at h
    -- the pair fixes `v² + A²/4` and `(v A)²`
    have hsp : v ^ 2 + A ^ 2 / 4 = v' ^ 2 + A' ^ 2 / 4 ∧ (v * A) ^ 2 = (v' * A') ^ 2 := by
      rcases h with ⟨p, q⟩ | ⟨p, q⟩
      · have p2 := (sq_eq_sq_iff_abs_eq_abs _ _).mpr p
        have q2 := (sq_eq_sq_iff_abs_eq_abs _ _).mpr q
        have e : v * A = v' * A' := by linear_combination (q2 - p2) / 2
        exact ⟨by linear_combination (p2 + q2) / 2, by rw [e]⟩
      · have p2 := (sq_eq_sq_iff_abs_eq_abs _ _).mpr p
        have q2 := (sq_eq_sq_iff_abs_eq_abs _ _).mpr q
        have e : v * A = -(v' * A') := by linear_combination (q2 - p2) / 2
        exact ⟨by linear_combination (p2 + q2) / 2, by rw [e, neg_sq]⟩
    obtain ⟨hs, hp⟩ := hsp
    -- hence `v²` equals `v'²` or `A'²/4`
    have hf : (v ^ 2 - v' ^ 2) * (v ^ 2 - A' ^ 2 / 4) = 0 := by
      linear_combination v ^ 2 * hs - hp / 4
    rcases mul_eq_zero.mp hf with h1 | h1
    · left
      exact ⟨(sq_eq_sq₀ hv.le hv'.le).mp (by linarith),
        (sq_eq_sq_iff_abs_eq_abs _ _).mp (by linarith)⟩
    · right
      have a1 : |A| = |2 * v'| :=
        (sq_eq_sq_iff_abs_eq_abs _ _).mp (by linear_combination 4 * hs - 4 * h1)
      have a2 : |A'| = |2 * v| :=
        (sq_eq_sq_iff_abs_eq_abs _ _).mp (by linear_combination -4 * h1)
      rw [abs_of_pos (by linarith)] at a1 a2
      exact ⟨a1, a2⟩
  · intro h
    rw [endorPair_eq w v A hv.le, endorPair_eq w' v' A' hv'.le]
    rcases h with ⟨h1, h2⟩ | ⟨h1, h2⟩
    · rw [h1, h2]
    · rw [h1, h2, show 2 * v' / 2 = v' by ring, show 2 * v / 2 = v by ring,
        abs_sub_comm v v', add_comm v v']

end

end EndorPairEqIff
```

The error:

```
Main.lean:96:25: error: linarith failed to find a contradiction
w w' v v' A A' : ℝ
hv : 0 < v
hv' : 0 < v'
h :
  |v - A / 2| = |v' - A' / 2| ∧ |v + A / 2| = |v' + A' / 2| ∨ |v - A / 2| = |v' + A' / 2| ∧ |v + A / 2| = |v' - A' / 2|
hs : v ^ 2 + A ^ 2 / 4 = v' ^ 2 + A' ^ 2 / 4
hp : (v * A) ^ 2 = (v' * A') ^ 2
hf : (v ^ 2 - v' ^ 2) * (v ^ 2 - A' ^ 2 / 4) = 0
h1 : v ^ 2 - A' ^ 2 / 4 = 0
a1 : |A| = |2 * v'|
a2 : |A'| = |2 * v|
a✝ : A ≤ 0
⊢ False
failed
Main.lean:96:25: error: linarith failed to find a contradiction
w w' v v' A A' : ℝ
hv : 0 < v
hv' : 0 < v'
h :
  |v - A / 2| = |v' - A' / 2| ∧ |v + A / 2| = |v' + A' / 2| ∨ |v - A / 2| = |v' + A' / 2| ∧ |v + A / 2| = |v' - A' / 2|
hs : v ^ 2 + A ^ 2 / 4 = v' ^ 2 + A' ^ 2 / 4
hp : (v * A) ^ 2 = (v' * A') ^ 2
hf : (v ^ 2 - v' ^ 2) * (v ^ 2 - A' ^ 2 / 4) = 0
h1 : v ^ 2 - A' ^ 2 / 4 = 0
a1 : A = |2 * v'|
a2 : |A'| = |2 * v|
a✝ : A' ≤ 0
⊢ False
failed
Main.lean:97:13: error: Application type mismatch: The argument
  a1
has type
  A = |2 * v'|
but is expected to have type
  |A| = 2 * v'
in the application
  And.intro a1
```

The rewrite `rw [abs_of_pos (by linarith)] at a1 a2` was meant to remove the bars on the right of `|A| = |2 * v'|` and `|A'| = |2 * v|`. But `abs_of_pos (by linarith)` doesn't say whose absolute value is meant, so `rw` took the first one it met, `|A|` in `a1` and `|A'|` in `a2`. `linarith` then had to prove `0 < A` and `0 < A'`, which don't follow, since the couplings may have either sign. These are the first two errors, in which `A ≤ 0` and `A' ≤ 0` are the negated goals.

The third error is a consequence. Lean carried on after the failed proofs with the rewrite done, so `a1` had become `A = |2 * v'|`, which is not the `|A| = 2 * v'` that the final pair needs.

In the repair, `show 0 < 2 * v'` and `show 0 < 2 * v` name the quantities, so that `rw` can match only the right-hand sides, and `linarith` proves both inequalities from `hv'` and `hv`. The rewrite is split in two because the two hypotheses contain different absolute values.

This version goes through:

```diff
@@ -94,5 +94,6 @@
       have a2 : |A'| = |2 * v| :=
         (sq_eq_sq_iff_abs_eq_abs _ _).mp (by linear_combination -4 * h1)
-      rw [abs_of_pos (by linarith)] at a1 a2
+      rw [abs_of_pos (show 0 < 2 * v' by linarith)] at a1
+      rw [abs_of_pos (show 0 < 2 * v by linarith)] at a2
       exact ⟨a1, a2⟩
   · intro h
```
